# Every eigenvalue of H⊗1 + 1⊗K is an eigenvalue of H plus an eigenvalue of K, for finite Hermitian matrices

## Two two-level systems and an entangled eigenstate

Take two copies of a two-level system with basis states $|0\rangle$, $|1\rangle$ and energies $0$ and $\varepsilon>0$. Without interaction, the total Hamiltonian is $H\otimes 1+1\otimes H$. The entangled state
$$\frac{|01\rangle+|10\rangle}{\sqrt2}$$
is an eigenvector with total energy $\varepsilon$, although neither subsystem has a definite energy in it. We therefore cannot read off two subsystem energies from this state directly.

Now apply $H\otimes 1$. The result is $\varepsilon|10\rangle/\sqrt2$, which is again an eigenvector with total energy $\varepsilon$. The state $|10\rangle$ does have definite subsystem energies, $\varepsilon$ and $0$, and they add up to the total. The general argument works in the same way: it looks inside the eigenspace of the total energy for a state in which the energy of the first subsystem is sharp.

## Amplitudes with two indices

Let the first subsystem have basis states $i$ and the second basis states $j$, both finite in number. A composite state is a family of amplitudes $w(i,j)$, which need not factorise. For complex square matrices $A$ and $B$ the two terms of $A\otimes1+1\otimes B$ act as
$$((A\otimes 1)w)(i,j)=\sum_{i'}A_{ii'}\,w(i',j),\qquad ((1\otimes B)w)(i,j)=\sum_{j'}B_{jj'}\,w(i,j').$$
If $w(i,j)$ is written as a rectangular array, $A\otimes 1$ acts on each column (fixed $j$) and $1\otimes B$ on each row (fixed $i$).

An eigenvalue of a matrix is a scalar $a$ for which some nonzero vector $v$ satisfies $Av=av$. The vector is not required to be normalised; dividing it by its norm gives the corresponding physical state.

## From a total energy to two subsystem energies

Let $T=A\otimes1+1\otimes B$ have eigenvalue $E$, and let $S$ be the set of all $w$ with $Tw=Ew$. This is a subspace, and it contains a nonzero vector.

Both orders of multiplying $A\otimes1$ and $1\otimes B$ give $A\otimes B$, so $A\otimes 1$ commutes with $T$. For $w$ in $S$,
$$T(A\otimes1)w=(A\otimes1)Tw=E\,(A\otimes1)w,$$
hence $A\otimes1$ maps $S$ into itself. A linear map on a nonzero finite-dimensional complex space has an eigenvector, so there are a nonzero $w$ in $S$ and a scalar $a$ with $(A\otimes 1)w=aw$. Subtraction gives
$$(1\otimes B)w=Tw-(A\otimes1)w=(E-a)w.$$
Set $b=E-a$.

Since $w\neq0$, some amplitude $w(i_0,j_0)$ is nonzero. The column $i\mapsto w(i,j_0)$ is then a nonzero vector, and by the first action formula it is an eigenvector of $A$ with eigenvalue $a$. The row $j\mapsto w(i_0,j)$ is likewise an eigenvector of $B$ with eigenvalue $b$. Thus $E=a+b$.

Hermiticity has not been used so far. It makes the two energies real: if $H=H^\dagger$ and $Hv=av$ with $v\ne0$, then
$$\bar a\,v^\dagger v=(Hv)^\dagger v=v^\dagger Hv=a\,v^\dagger v,$$
and $v^\dagger v\neq0$ gives $\bar a=a$.

## A degenerate level in numbers

Let
$$H=\begin{pmatrix}0&1\\1&0\end{pmatrix},\qquad K=\begin{pmatrix}0&0\\0&2\end{pmatrix}.$$
The eigenvalues are $\pm1$ and $0,2$. With the amplitudes ordered as $(1,1),(1,2),(2,1),(2,2)$,
$$T=\begin{pmatrix}0&0&1&0\\0&2&0&1\\1&0&0&0\\0&1&0&2\end{pmatrix}.$$
The normalised vector $v=\tfrac12(1,1,1,-1)$ satisfies $Tv=v$, so $E=1$, and $v$ is entangled. Applying $H\otimes1$ gives $\tfrac12(1,-1,1,1)$, again an eigenvector of $T$ with $E=1$. The sum of the two vectors is $(1,0,1,0)$, or $(1,0,1,0)/\sqrt2$ after normalisation. On it $H\otimes1$ has eigenvalue $1$ and $1\otimes K$ has eigenvalue $0$. Its first column, normalised, is $(1,1)/\sqrt2$, and its first row is $(1,0)$; these are the eigenvectors of $H$ and $K$.

The difference of the two vectors is $(0,1,0,-1)$, with eigenvalues $-1$ and $2$. The level $E=1$ thus has two decompositions, $1+0$ and $-1+2$.

## Resolvents and Bohr frequencies

If $E$ is not a sum of an eigenvalue of $A$ and an eigenvalue of $B$, it is not an eigenvalue of $T$. Then $T-E$ has no nonzero null vector, its determinant is nonzero, and the resolvent exists at $E$. In the numerical example $E=0$ is not such a sum, and indeed $\det T=-3$.

The second consequence concerns a single system. Suppose $H$ is Hermitian, $X\neq0$ and $HX-XH=\omega X$. With $\hbar=1$, such an operator evolves in the Heisenberg picture by the phase $e^{i\omega t}$. Treat the entries $X_{ij}$ as amplitudes of two systems:
$$(HX-XH)_{ij}=\sum_k H_{ik}X_{kj}+\sum_k(-H^{T})_{jk}X_{ik}.$$
So $X$ is an eigenvector of $H\otimes1+1\otimes(-H^T)$ with eigenvalue $\omega$. Both matrices are Hermitian, hence $\omega=a+b'$ with $a$ a real eigenvalue of $H$ and $b'$ a real eigenvalue of $-H^T$. If $-H^Tu=b'u$, complex conjugation gives $-H\bar u=b'\bar u$, because $\overline{H^T}=H^\dagger=H$. Therefore $b=-b'$ is an eigenvalue of $H$, and $\omega=a-b$.

## What the Lean statements say

The types `m` and `n` label the two bases, and the pair type `m × n` labels the product basis. `IsEigenvalue A a` is the definition above, with a nonzero vector `v`. `nonInteracting A B` is $A\otimes1+1\otimes B$, where `⊗ₖ` is the Kronecker product.

The main theorem, `energy_eq_add`, takes matrices `H` and `K` with `H.IsHermitian` and `K.IsHermitian`, and a complex number `E` that is an eigenvalue of `nonInteracting H K`. It yields real numbers `a` and `b`, eigenvalues of `H` and `K` respectively, with `E = a + b`. That `E` is real is part of the conclusion. The theorem `eigenvalue_eq_add` makes the same statement for arbitrary complex square matrices, with complex `a` and `b`.

`det_sub_ne_zero` is the statement about the determinant, and `bohr_frequency` the one about $\omega$. The latter restricts the possible values of $\omega$; it contains nothing about transition rates or the emission of light.

The model has finitely many basis states, no coupling between the subsystems and no exchange symmetry imposed on the amplitudes. Size-consistency tests ask whether an approximate electronic-structure method gives two non-interacting fragments the sum of their separate energies. For the exact lowest energies in this model, the main theorem supplies one half of that additivity: the lowest total energy is not below the sum of the two lowest subsystem energies. The other half, that this sum is attained, follows by taking a product of eigenvectors and is not proved in the file. The theorems go in one direction, from a total energy to its parts, and do not count multiplicities.

## The file

```lean
import Mathlib

open Matrix
open scoped Kronecker ComplexOrder

namespace NonInteractingSpectrum

variable {m n : Type*} [Fintype m] [Fintype n] [DecidableEq m] [DecidableEq n]

/-- The scalar `a` is an eigenvalue of the matrix `A`: some nonzero vector `v` satisfies
`A v = a v`. -/
def IsEigenvalue {k : Type*} [Fintype k] (A : Matrix k k ℂ) (a : ℂ) : Prop :=
  ∃ v : k → ℂ, v ≠ 0 ∧ A *ᵥ v = a • v

/-- The matrix `A ⊗ 1 + 1 ⊗ B`. For Hermitian `A` and `B` it is the Hamiltonian of two subsystems
that do not interact. -/
def nonInteracting (A : Matrix m m ℂ) (B : Matrix n n ℂ) : Matrix (m × n) (m × n) ℂ :=
  A ⊗ₖ (1 : Matrix n n ℂ) + (1 : Matrix m m ℂ) ⊗ₖ B

omit [DecidableEq m] in
/-- `A ⊗ 1` acts on the amplitudes of the first subsystem, with the basis state `j` of the
second held fixed. -/
theorem left_apply (A : Matrix m m ℂ) (w : m × n → ℂ) (i : m) (j : n) :
    ((A ⊗ₖ (1 : Matrix n n ℂ)) *ᵥ w) (i, j) = (A *ᵥ fun i' => w (i', j)) i := by
  simp [Matrix.mulVec, dotProduct, Fintype.sum_prod_type, Matrix.one_apply]

omit [DecidableEq n] in
/-- `1 ⊗ B` acts on the amplitudes of the second subsystem, with the basis state `i` of the
first held fixed. -/
theorem right_apply (B : Matrix n n ℂ) (w : m × n → ℂ) (i : m) (j : n) :
    (((1 : Matrix m m ℂ) ⊗ₖ B) *ᵥ w) (i, j) = (B *ᵥ fun j' => w (i, j')) j := by
  simp [Matrix.mulVec, dotProduct, Fintype.sum_prod_type_right, Matrix.one_apply]

/-- For every eigenvalue `E` of `A ⊗ 1 + 1 ⊗ B` there is a nonzero vector that is an eigenvector of
`A ⊗ 1` and of `1 ⊗ B` at once, with eigenvalues that add up to `E`. -/
theorem exists_common_eigenvector (A : Matrix m m ℂ) (B : Matrix n n ℂ) {E : ℂ}
    (hE : IsEigenvalue (nonInteracting A B) E) :
    ∃ (w : m × n → ℂ) (a b : ℂ), w ≠ 0 ∧ (A ⊗ₖ (1 : Matrix n n ℂ)) *ᵥ w = a • w ∧
      ((1 : Matrix m m ℂ) ⊗ₖ B) *ᵥ w = b • w ∧ E = a + b := by
  obtain ⟨v, hv, hvE⟩ := hE
  -- the eigenspace of `A ⊗ 1 + 1 ⊗ B` for the eigenvalue `E`
  let S : Submodule ℂ (m × n → ℂ) :=
    { carrier := {w | nonInteracting A B *ᵥ w = E • w}
      zero_mem' := by simp
      add_mem' := by
        intro x y hx hy
        simp only [Set.mem_ofPred_eq] at hx hy ⊢
        rw [Matrix.mulVec_add, hx, hy, smul_add]
      smul_mem' := by
        intro c x hx
        simp only [Set.mem_ofPred_eq] at hx ⊢
        rw [Matrix.mulVec_smul, hx, smul_comm] }
  -- `A ⊗ 1` commutes with `A ⊗ 1 + 1 ⊗ B`
  have hcomm : nonInteracting A B * (A ⊗ₖ (1 : Matrix n n ℂ)) =
      (A ⊗ₖ (1 : Matrix n n ℂ)) * nonInteracting A B := by
    simp only [nonInteracting, Matrix.add_mul, Matrix.mul_add, ← Matrix.mul_kronecker_mul,
      Matrix.one_mul, Matrix.mul_one]
  have hinv : ∀ x ∈ S, (A ⊗ₖ (1 : Matrix n n ℂ)).mulVecLin x ∈ S := by
    intro x hx
    change nonInteracting A B *ᵥ x = E • x at hx
    change nonInteracting A B *ᵥ ((A ⊗ₖ (1 : Matrix n n ℂ)) *ᵥ x) =
      E • ((A ⊗ₖ (1 : Matrix n n ℂ)) *ᵥ x)
    rw [Matrix.mulVec_mulVec, hcomm, ← Matrix.mulVec_mulVec, hx, Matrix.mulVec_smul]
  have : Nontrivial S :=
    ⟨⟨⟨v, hvE⟩, 0, fun h => hv (congrArg Subtype.val h)⟩⟩
  -- hence `A ⊗ 1` has an eigenvector inside this eigenspace
  obtain ⟨a, ha⟩ := Module.End.exists_eigenvalue
    ((A ⊗ₖ (1 : Matrix n n ℂ)).mulVecLin.restrict hinv)
  obtain ⟨w, hw⟩ := ha.exists_hasEigenvector
  have h1 : (A ⊗ₖ (1 : Matrix n n ℂ)) *ᵥ w.1 = a • w.1 :=
    congrArg Subtype.val hw.apply_eq_smul
  have h2 : nonInteracting A B *ᵥ w.1 = E • w.1 := w.2
  rw [nonInteracting, Matrix.add_mulVec, h1] at h2
  refine ⟨w.1, a, E - a, fun h => hw.2 (Subtype.ext h), h1, ?_, by ring⟩
  linear_combination (norm := module) h2

/-- Every eigenvalue of `A ⊗ 1 + 1 ⊗ B` is the sum of an eigenvalue of `A` and an eigenvalue
of `B`, for arbitrary complex square matrices. -/
theorem eigenvalue_eq_add (A : Matrix m m ℂ) (B : Matrix n n ℂ) {E : ℂ}
    (hE : IsEigenvalue (nonInteracting A B) E) :
    ∃ a b : ℂ, IsEigenvalue A a ∧ IsEigenvalue B b ∧ E = a + b := by
  obtain ⟨w, a, b, hw, h1, h2, hab⟩ := exists_common_eigenvector A B hE
  -- a nonzero amplitude selects a nonzero column and a nonzero row
  obtain ⟨p, hp⟩ := Function.ne_iff.mp hw
  refine ⟨a, b, ⟨fun i => w (i, p.2), fun h => hp (congrFun h p.1), ?_⟩,
    ⟨fun j => w (p.1, j), fun h => hp (congrFun h p.2), ?_⟩, hab⟩
  · funext i
    exact (left_apply A w i p.2).symm.trans (congrFun h1 (i, p.2))
  · funext j
    exact (right_apply B w p.1 j).symm.trans (congrFun h2 (p.1, j))

omit [DecidableEq m] in
/-- The eigenvalues of a Hermitian matrix are real. -/
theorem eigenvalue_real {H : Matrix m m ℂ} (hH : H.IsHermitian) {a : ℂ}
    (ha : IsEigenvalue H a) : ∃ r : ℝ, a = r := by
  obtain ⟨v, hv, hva⟩ := ha
  have hne : star v ⬝ᵥ v ≠ 0 := fun h => hv (dotProduct_star_self_eq_zero.mp h)
  -- evaluate `v† H v` with `H` acting to the right and to the left
  have h : star (H *ᵥ v) ⬝ᵥ v = star v ⬝ᵥ (H *ᵥ v) := by
    rw [Matrix.star_mulVec, hH.eq, Matrix.dotProduct_mulVec]
  rw [hva, star_smul, smul_dotProduct, dotProduct_smul, smul_eq_mul, smul_eq_mul] at h
  exact Complex.conj_eq_iff_real.mp (mul_right_cancel₀ hne h)

/-- For Hermitian `H` and `K`, every eigenvalue of `H ⊗ 1 + 1 ⊗ K` is the sum of a real
eigenvalue of `H` and a real eigenvalue of `K`. -/
theorem energy_eq_add {H : Matrix m m ℂ} {K : Matrix n n ℂ} (hH : H.IsHermitian)
    (hK : K.IsHermitian) {E : ℂ} (hE : IsEigenvalue (nonInteracting H K) E) :
    ∃ a b : ℝ, IsEigenvalue H a ∧ IsEigenvalue K b ∧ E = a + b := by
  obtain ⟨a, b, ha, hb, hab⟩ := eigenvalue_eq_add H K hE
  obtain ⟨r, rfl⟩ := eigenvalue_real hH ha
  obtain ⟨s, rfl⟩ := eigenvalue_real hK hb
  exact ⟨r, s, ha, hb, hab⟩

/-- If `E` is not a sum of an eigenvalue of `A` and an eigenvalue of `B`, then
`A ⊗ 1 + 1 ⊗ B - E` has nonzero determinant. -/
theorem det_sub_ne_zero (A : Matrix m m ℂ) (B : Matrix n n ℂ) (E : ℂ)
    (h : ∀ a b : ℂ, IsEigenvalue A a → IsEigenvalue B b → E ≠ a + b) :
    (nonInteracting A B - E • (1 : Matrix (m × n) (m × n) ℂ)).det ≠ 0 := by
  intro hd
  obtain ⟨v, hv, h0⟩ := Matrix.exists_mulVec_eq_zero_iff.mpr hd
  have h1 : (E • (1 : Matrix (m × n) (m × n) ℂ)) *ᵥ v = E • v := by
    ext p
    simp [Matrix.mulVec, dotProduct, Matrix.one_apply]
  rw [Matrix.sub_mulVec, h1] at h0
  obtain ⟨a, b, ha, hb, hab⟩ := eigenvalue_eq_add A B ⟨v, hv, sub_eq_zero.mp h0⟩
  exact h a b ha hb hab

/-- Bohr frequencies: if a nonzero operator `X` satisfies `H X - X H = ω X` with `H` Hermitian, then
`ω = a - b` for real eigenvalues `a` and `b` of `H`, which may be equal. -/
theorem bohr_frequency {H X : Matrix m m ℂ} (hH : H.IsHermitian) (hX : X ≠ 0) {ω : ℂ}
    (hω : H * X - X * H = ω • X) :
    ∃ a b : ℝ, IsEigenvalue H a ∧ IsEigenvalue H b ∧ ω = a - b := by
  have hT : ((-H)ᵀ).IsHermitian := hH.neg.transpose
  -- read the entries of `X` as the amplitudes of a state of two systems
  have hE : IsEigenvalue (nonInteracting H (-H)ᵀ) ω := by
    refine ⟨fun p => X p.1 p.2, fun h => hX ?_, ?_⟩
    · ext i j
      exact congrFun h (i, j)
    · ext ⟨i, j⟩
      have hij := congrFun (congrFun hω i) j
      have hc : ∑ k, X i k * H k j = ∑ k, H k j * X i k :=
        Finset.sum_congr rfl fun k _ => mul_comm _ _
      rw [nonInteracting, Matrix.add_mulVec, Pi.add_apply, left_apply, right_apply]
      simp only [Matrix.sub_apply, Matrix.mul_apply, Matrix.smul_apply, smul_eq_mul] at hij
      simp only [Matrix.mulVec, dotProduct, Matrix.transpose_apply, Matrix.neg_apply, neg_mul,
        Finset.sum_neg_distrib, Pi.smul_apply, smul_eq_mul]
      linear_combination hij + hc
  obtain ⟨a, b, ha, ⟨v, hv, hvb⟩, hab⟩ := energy_eq_add hH hT hE
  -- complex conjugation turns an eigenvector of `-Hᵀ` into one of `-H`
  have hs := congrArg star hvb
  rw [Matrix.star_mulVec, hT.eq, Matrix.vecMul_transpose, Matrix.neg_mulVec, star_smul] at hs
  have hb : star (b : ℂ) = (b : ℂ) := Complex.conj_ofReal b
  rw [hb] at hs
  refine ⟨a, -b, ha, ⟨star v, fun h => hv (star_eq_zero.mp h), ?_⟩, ?_⟩
  · rw [Complex.ofReal_neg, neg_smul, ← hs, neg_neg]
  · rw [hab, Complex.ofReal_neg, sub_neg_eq_add]

end NonInteractingSpectrum
```

```lean
#print axioms NonInteractingSpectrum.eigenvalue_eq_add
-- 'NonInteractingSpectrum.eigenvalue_eq_add' depends on axioms: [propext, Classical.choice, Quot.sound]
#print axioms NonInteractingSpectrum.det_sub_ne_zero
-- 'NonInteractingSpectrum.det_sub_ne_zero' depends on axioms: [propext, Classical.choice, Quot.sound]
#print axioms NonInteractingSpectrum.bohr_frequency
-- 'NonInteractingSpectrum.bohr_frequency' depends on axioms: [propext, Classical.choice, Quot.sound]
```

## Finding the common eigenvector in Lean

`left_apply` and `right_apply` are the two action formulas. In each, `simp` expands the sum over pairs, and the identity matrix removes one of the two summations.

`exists_common_eigenvector` contains the main argument. The submodule `S` is the eigenspace of `E`, with its closure properties checked from linearity. The fact `hcomm` is the commutation of $A\otimes1$ with the total Hamiltonian; it comes from multiplying Kronecker products factor by factor. From it, `hinv` shows that $A\otimes1$ preserves `S`. The given eigenvector makes `S` nontrivial, so `Module.End.exists_eigenvalue` applies to the restriction of $A\otimes1$ to `S`. This is where the complex numbers enter, through their algebraic closedness. The resulting `w` satisfies `h1`, the eigenvalue equation for $A\otimes1$, and `h2`, the one for the total Hamiltonian. The closing `linear_combination` subtracts the first contribution and leaves the eigenvalue `E - a` for $1\otimes B$.

## Columns, rows and real energies in Lean

In `eigenvalue_eq_add`, `Function.ne_iff` supplies an index pair `p` at which `w` is nonzero. The column is `fun i => w (i, p.2)` and the row is `fun j => w (p.1, j)`. Each is nonzero because it contains the amplitude at `p`, and the action formulas turn the composite eigenvalue equations into those for `A` and `B`.

`eigenvalue_real` evaluates $v^\dagger Hv$ in two ways, as in the derivation, and cancels the nonzero number `star v ⬝ᵥ v`. `energy_eq_add` then applies this lemma to both eigenvalues obtained from `eigenvalue_eq_add`.

## The two consequences in Lean

`det_sub_ne_zero` argues by contradiction. A zero determinant gives a nonzero vector annihilated by $T-E$, which is an eigenvector of $T$ with eigenvalue `E`. The decomposition from `eigenvalue_eq_add` then contradicts the hypothesis `h`.

In `bohr_frequency`, the vector `fun p => X p.1 p.2` is the operator read as a two-system state. The step `hE` compares the two sides entry by entry; `hc` only reorders the factors in the sum for $XH$. After `energy_eq_add` has been applied to `H` and `(-H)ᵀ`, the equation `hs` is the complex conjugate of the second eigenvalue equation. It shows that `star v` is an eigenvector of `H` with eigenvalue `-b`, where `b` is the eigenvalue of `(-H)ᵀ`, called $b'$ in the derivation. This sign turns the sum into a difference.
